# In a triangular barrier, too small a binding energy makes the exponential tunnelling rate too large, by a factor that diverges at weak field

An atom in a strong, slowly varying laser field can lose an electron by tunnelling. The field tilts the potential, and the electron leaks through the barrier that remains. In a density functional calculation, the height and width of that barrier depend on the energy of the highest occupied orbital as well as on the shape of the potential, and approximate functionals often place this orbital too close to the continuum. How large an error in the ionization rate follows from a given error in the binding energy?

The question has an exact answer in a simple model: one electron, one dimension, a static field, and a rate kept only to exponential accuracy. Atomic units are used throughout, so the electron mass and $\hbar$ are both one.

## The exponent of a triangular barrier

Let the electron have energy $-I$ with $I>0$, and let it be bound by a well of negligible width at the origin. A field of strength $F>0$ adds the potential $-Fx$. For $x>0$ the potential exceeds the electron's energy by $I-Fx$, which falls to zero at the exit point $x=I/F$. Under the barrier the momentum is imaginary, with magnitude $\sqrt{2(I-Fx)}$. The semiclassical amplitude decays as the exponential of minus the integral of this magnitude, and squaring the amplitude doubles the exponent. This motivates the definitions

$$S(I)=2\int_0^{I/F}\sqrt{2(I-Fx)}\,dx,\qquad \Gamma(I)=e^{-S(I)},$$

where $\Gamma$ is the rate with its prefactor set to one.

An antiderivative of the integrand is $-\frac{1}{3F}\,(2(I-Fx))^{3/2}$, since its derivative is

$$-\frac{1}{3F}\cdot\frac32\cdot(-2F)\,\sqrt{2(I-Fx)}=\sqrt{2(I-Fx)}.$$

It vanishes at the exit point and equals $-(2I)^{3/2}/(3F)$ at the origin. Therefore

$$S(I)=\frac{2(2I)^{3/2}}{3F}>0.$$

## From an energy error to a rate error

Let $0<I'<I$, where $I$ is the correct binding energy and $I'$ the underestimate. The ratio of the two rates is

$$\frac{\Gamma(I')}{\Gamma(I)}=e^{S(I)-S(I')}=\exp\!\left(\frac{2\left((2I)^{3/2}-(2I')^{3/2}\right)}{3F}\right).$$

To see its size, put $a=\sqrt{2I'}$ and $b=\sqrt{2I}$, so that $0<a<b$ and $I-I'=(b^2-a^2)/2$. The difference of exponents is $2(b^3-a^3)/(3F)$, and two factorizations enclose it:

$$\frac{2(b^3-a^3)}{3}-a(b^2-a^2)=\frac{(b-a)^2(2b+a)}{3}>0,$$

$$b(b^2-a^2)-\frac{2(b^3-a^3)}{3}=\frac{(b-a)^2(b+2a)}{3}>0.$$

Dividing by $F$ and restoring the energies gives

$$\frac{2\sqrt{2I'}\,(I-I')}{F}<S(I)-S(I')<\frac{2\sqrt{2I}\,(I-I')}{F}.$$

The slope of $S$ with respect to the binding energy is $2\sqrt{2I}/F$, so the two bounds are the energy error multiplied by the slope at either end of the interval.

Three consequences follow from the lower bound.

- It is positive, so $S(I')<S(I)$ and the rate ratio exceeds one at every positive field.
- It grows as $1/F$, so the ratio diverges as $F$ decreases to zero. Both rates vanish in that limit, but the one for the deeper level vanishes faster.
- Since $S$ is strictly increasing in the binding energy, two positive binding energies give the same rate at the same field only if they are equal.

For a numerical case take $I=0.9$, $I'=0.57$ and $F=0.1$. These are illustrative inputs: the first plays the part of the correct binding energy, the second that of an orbital energy that is too shallow. Since $1.067^2<1.14$, we have $\sqrt{2I'}>1.067$, and the lower bound exceeds $2\cdot1.067\cdot0.33/0.1=7.0422$. The ratio is therefore larger than $e^7$, which is larger than 1000.

This number belongs to the triangular barrier. With an attractive $-1/x$ tail, the top of the barrier at $F=0.1$ would lie at $-2\sqrt F\approx-0.63$, below the level at $-0.57$, and the shallow electron would not have to tunnel at all.

## Exponent and rate as functions of two real numbers

The Lean file works with real numbers only. No wavefunction or Hamiltonian appears in it, and the semiclassical argument that leads to the exponent enters as a definition.

```lean
import Mathlib

open Filter Topology

namespace TunnelIonizationError

noncomputable section
```

The binding energy and the field are the two arguments of `tunnelExponent`. The integral runs from the origin to `I / F`, exactly as in the formula for $S(I)$. The definition itself carries no sign conditions; the theorems add them where they are needed.

```lean
/-- The tunnelling exponent in atomic units: twice the integral of the imaginary momentum
from the origin to the exit point `I / F`, for binding energy `I` and field `F > 0`. -/
def tunnelExponent (I F : ℝ) : ℝ :=
  2 * ∫ x in (0 : ℝ)..(I / F), √(2 * (I - F * x))
```

The rate is likewise a definition. Setting the prefactor to one discards its dependence on $I$ and $F$, so ratios of `tunnelRate` compare only the exponential parts of physical rates.

```lean
/-- The static-field ionization rate to exponential accuracy, with prefactor one,
for field `F > 0`. -/
def tunnelRate (I F : ℝ) : ℝ := Real.exp (-tunnelExponent I F)
```

## The closed form by the fundamental theorem of calculus

The first theorem states that, for positive `I` and `F`, the exponent is positive and equals $2(2I)^{3/2}/(3F)$. The power is a real power, written with the exponent `(3 / 2 : ℝ)`.

```lean
/-- For a bound electron in a field `F > 0` the tunnelling exponent is positive and equals
`2 (2I)^(3/2) / (3F)`. -/
theorem tunnelExponent_closed_form {I F : ℝ} (hI : 0 < I) (hF : 0 < F) :
    0 < tunnelExponent I F ∧
      tunnelExponent I F = 2 * (2 * I) ^ (3 / 2 : ℝ) / (3 * F) := by
  have hFi : F * F⁻¹ = 1 := mul_inv_cancel₀ hF.ne'
  -- an antiderivative of the imaginary momentum
  have hd : ∀ x ∈ Set.uIcc (0 : ℝ) (I / F),
      HasDerivAt (fun y : ℝ => -(F⁻¹ / 3) * (2 * (I - F * y)) ^ (3 / 2 : ℝ))
        (√(2 * (I - F * x))) x := by
    intro x _
    have h1 : HasDerivAt (fun y : ℝ => 2 * (I - F * y)) (-(2 * F)) x :=
      ((((hasDerivAt_id' x).const_mul F).const_sub I).const_mul 2).congr_deriv (by ring)
    have h2 : HasDerivAt (fun y : ℝ => (2 * (I - F * y)) ^ (3 / 2 : ℝ))
        (-(2 * F) * (3 / 2) * (2 * (I - F * x)) ^ ((3 / 2 : ℝ) - 1)) x :=
      h1.rpow_const (Or.inr (by norm_num))
    have e : (2 * (I - F * x)) ^ ((3 / 2 : ℝ) - 1) = √(2 * (I - F * x)) := by
      rw [Real.sqrt_eq_rpow, show (3 / 2 : ℝ) - 1 = 1 / 2 by norm_num]
    rw [e] at h2
    refine (h2.const_mul (-(F⁻¹ / 3))).congr_deriv ?_
    linear_combination √(2 * (I - F * x)) * hFi
  have hc : Continuous (fun x : ℝ => √(2 * (I - F * x))) :=
    Real.continuous_sqrt.comp (by fun_prop : Continuous fun x : ℝ => 2 * (I - F * x))
  have hint : ∫ x in (0 : ℝ)..(I / F), √(2 * (I - F * x)) =
      -(F⁻¹ / 3) * (2 * (I - F * (I / F))) ^ (3 / 2 : ℝ)
        - -(F⁻¹ / 3) * (2 * (I - F * 0)) ^ (3 / 2 : ℝ) :=
    intervalIntegral.integral_eq_sub_of_hasDerivAt hd (hc.intervalIntegrable _ _)
  -- the momentum vanishes at the exit point
  have hexit : F * (I / F) = I := by field_simp
  have h0 : 2 * (I - F * (I / F)) = 0 := by rw [hexit]; ring
  rw [h0, Real.zero_rpow (by norm_num), mul_zero F, sub_zero I] at hint
  have closed : tunnelExponent I F = 2 * (2 * I) ^ (3 / 2 : ℝ) / (3 * F) := by
    unfold tunnelExponent
    rw [hint]
    ring
  exact ⟨by rw [closed]; positivity, closed⟩
```

The statement `hd` is the differentiation done by hand above. The chain rule is applied in two stages: `h1` differentiates the linear function $2(I-Fy)$, and `h2` its power $3/2$. Because this power is at least one, the derivative also exists at the exit point, where the base is zero. The identity `e` turns the remaining power $1/2$ into a square root.

The integrand is continuous, by `hc`, and hence integrable, so `hint` can express the integral as a difference of boundary values. The term from the exit point vanishes by `h0`. What remains is the closed form, from which positivity is immediate.

## Strict bounds on the change of the exponent

The next theorem is the two-sided estimate. Its hypotheses say that the smaller binding energy `I'` is positive, that `I'` lies below `I`, and that the field is positive. Both inequalities are strict.

```lean
/-- For `0 < I' < I` and `F > 0`, an error `I - I'` in the binding energy changes the tunnelling
exponent by an amount strictly between `2 √(2I') (I - I') / F` and `2 √(2I) (I - I') / F`. -/
theorem exponent_error_bounds {I I' F : ℝ} (hI' : 0 < I') (h : I' < I) (hF : 0 < F) :
    2 * √(2 * I') * (I - I') / F < tunnelExponent I F - tunnelExponent I' F ∧
      tunnelExponent I F - tunnelExponent I' F < 2 * √(2 * I) * (I - I') / F := by
  have cube : ∀ J : ℝ, 0 < J → (2 * J) ^ (3 / 2 : ℝ) = √(2 * J) ^ 3 := by
    intro J hJ
    rw [Real.sqrt_eq_rpow, ← Real.rpow_natCast, ← Real.rpow_mul (by positivity)]
    norm_num
  have hI : 0 < I := hI'.trans h
  rw [(tunnelExponent_closed_form hI hF).2, (tunnelExponent_closed_form hI' hF).2,
    cube I hI, cube I' hI']
  have ha : 0 < √(2 * I') := Real.sqrt_pos.2 (by linarith)
  have hab : √(2 * I') < √(2 * I) := Real.sqrt_lt_sqrt (by linarith) (by linarith)
  have ha2 : √(2 * I') ^ 2 = 2 * I' := Real.sq_sqrt (by linarith)
  have hb2 : √(2 * I) ^ 2 = 2 * I := Real.sq_sqrt (by linarith)
  set a := √(2 * I')
  set b := √(2 * I)
  have hdiff : I - I' = (b ^ 2 - a ^ 2) / 2 := by linarith
  have e : 2 * b ^ 3 / (3 * F) - 2 * a ^ 3 / (3 * F) = (2 * (b ^ 3 - a ^ 3) / 3) / F := by
    ring
  have hba : 0 < b - a := sub_pos.2 hab
  -- both gaps contain the square of b - a
  have p : 0 < (b - a) ^ 2 * (2 * b + a) := mul_pos (pow_pos hba 2) (by linarith)
  have q : 0 < (b - a) ^ 2 * (b + 2 * a) := mul_pos (pow_pos hba 2) (by linarith)
  rw [e, hdiff]
  constructor
  · exact div_lt_div_of_pos_right (by nlinarith [p]) hF
  · exact div_lt_div_of_pos_right (by nlinarith [q]) hF
```

The auxiliary fact `cube` rewrites $(2J)^{3/2}$ as the cube of $\sqrt{2J}$, after which the problem is polynomial in `a` and `b`. The positive quantities `p` and `q` are the numerators $(b-a)^2(2b+a)$ and $(b-a)^2(b+2a)$ of the two factorizations. Given these, `nlinarith` completes the comparison of numerators, and `div_lt_div_of_pos_right` divides by the positive field.

Monotonicity follows because the lower bound is positive.

```lean
/-- At a fixed field `F > 0`, the larger of two positive binding energies has the larger tunnelling
exponent. -/
theorem tunnelExponent_lt {I I' F : ℝ} (hI' : 0 < I') (h : I' < I) (hF : 0 < F) :
    tunnelExponent I' F < tunnelExponent I F := by
  have hpos : 0 < 2 * √(2 * I') * (I - I') / F := by
    have h1 : 0 < I - I' := sub_pos.2 h
    positivity
  linarith [(exponent_error_bounds hI' h hF).1]
```

## The rate ratio and its weak-field limit

The quotient of two exponentials is the exponential of a difference. This identity needs no assumption on the energies or the field.

```lean
/-- The ratio of two tunnelling rates is the exponential of the difference of exponents. -/
theorem rate_ratio (I I' F : ℝ) :
    tunnelRate I' F / tunnelRate I F =
      Real.exp (tunnelExponent I F - tunnelExponent I' F) := by
  unfold tunnelRate
  rw [← Real.exp_sub]
  congr 1
  ring
```

The main theorem has two parts. The first says that for every `F` with `0 < F` the ratio of the rate at `I'` to the rate at `I` exceeds one and has the explicit form derived above. The second says that the ratio tends to infinity as the field approaches zero from above: `𝓝[>] 0` denotes approach through positive values, and `atTop` growth beyond every bound.

```lean
/-- If the binding energy is underestimated, `0 < I' < I`, the rate is too large at every field `F >
0` by an explicit exponential factor, and this factor diverges as the field tends to zero. -/
theorem rate_overestimate {I I' : ℝ} (hI' : 0 < I') (h : I' < I) :
    (∀ F : ℝ, 0 < F →
      1 < tunnelRate I' F / tunnelRate I F ∧
      tunnelRate I' F / tunnelRate I F =
        Real.exp (2 * ((2 * I) ^ (3 / 2 : ℝ) - (2 * I') ^ (3 / 2 : ℝ)) / (3 * F))) ∧
    Tendsto (fun F : ℝ => tunnelRate I' F / tunnelRate I F) (𝓝[>] 0) atTop := by
  constructor
  · intro F hF
    rw [rate_ratio]
    refine ⟨Real.one_lt_exp_iff.2 (sub_pos.2 (tunnelExponent_lt hI' h hF)), ?_⟩
    rw [(tunnelExponent_closed_form (hI'.trans h) hF).2,
      (tunnelExponent_closed_form hI' hF).2]
    congr 1
    ring
  · -- the lower bound on the exponent error grows like 1 / F
    have hc : 0 < 2 * √(2 * I') * (I - I') := by
      have h1 : 0 < I - I' := sub_pos.2 h
      positivity
    have hinv : Tendsto (fun F : ℝ => F⁻¹) (𝓝[>] 0) atTop := tendsto_inv_nhdsGT_zero
    refine tendsto_atTop_mono' _ ?_
      (Real.tendsto_exp_atTop.comp (hinv.const_mul_atTop hc))
    filter_upwards [self_mem_nhdsWithin] with F hF
    have hF' : 0 < F := hF
    have hb := (exponent_error_bounds hI' h hF').1
    rw [div_eq_mul_inv] at hb
    rw [rate_ratio]
    exact Real.exp_le_exp.2 hb.le
```

The first part combines `rate_ratio` with monotonicity and the closed form. For the limit, the proof writes the lower bound as a positive constant times $F^{-1}$. The exponential of this quantity tends to infinity, and `tendsto_atTop_mono'` transfers the divergence to the ratio, which is at least as large at every positive field.

For a density functional simulation of ionization, the theorem bears on the choice of functional: as far as the tunnelling of a single electron through a static triangular barrier describes the process, a fixed error in the orbital energy does more relative damage to the rate the weaker the field. The model leaves out the Coulomb tail, the time dependence of the field, the response of the other electrons and any shift of the level by the field.

## Equal rates mean equal binding energies

At a common positive field, the rate determines the binding energy within this model.

```lean
/-- At a given field `F > 0`, two positive binding energies give the same tunnelling rate exactly
when they are equal. -/
theorem rate_eq_iff {I I' F : ℝ} (hI : 0 < I) (hI' : 0 < I') (hF : 0 < F) :
    tunnelRate I F = tunnelRate I' F ↔ I = I' := by
  constructor
  · intro h
    unfold tunnelRate at h
    have hs := Real.exp_injective h
    rcases lt_trichotomy I I' with hlt | heq | hgt
    · linarith [tunnelExponent_lt hI hlt hF]
    · exact heq
    · linarith [tunnelExponent_lt hI' hgt hF]
  · intro h
    rw [h]
```

If the rates agree, injectivity of the exponential makes the exponents agree. The proof then distinguishes the three possible orderings of `I` and `I'`. Either strict ordering would make one exponent larger than the other by `tunnelExponent_lt`, which leaves equality. The converse is substitution.

The common field matters here. Since $S$ depends on $(2I)^{3/2}/F$, different binding energies can give the same rate at different fields.

## A numerical case with a factor of more than 1000

The last theorem inserts the three numbers. The word `helium` in its name is only a label; the statement concerns these numbers alone. Its arguments are in atomic units, with the binding energy first and the field second.

```lean
/-- For `I = 0.9` and `I' = 0.57` at field `0.1`, all in atomic units, the rate at `I'` is more than
1000 times the rate at `I`. -/
theorem helium_rate_ratio :
    1000 < tunnelRate 0.57 0.1 / tunnelRate 0.9 0.1 := by
  have hb := (exponent_error_bounds (I := 0.9) (I' := 0.57) (F := 0.1)
    (by norm_num) (by norm_num) (by norm_num)).1
  have hs : (1.067 : ℝ) < √(2 * 0.57) := Real.lt_sqrt_of_sq_lt (by norm_num)
  have h7 : (7 : ℝ) < 2 * √(2 * 0.57) * (0.9 - 0.57) / 0.1 := by
    rw [lt_div_iff₀ (by norm_num)]
    linarith
  have he : Real.exp 7 = Real.exp 1 ^ 7 := by
    rw [← Real.exp_nat_mul]
    norm_num
  rw [rate_ratio]
  calc (1000 : ℝ) < 2.7182818283 ^ 7 := by norm_num
    _ < Real.exp 1 ^ 7 :=
      pow_lt_pow_left₀ Real.exp_one_gt_d9 (by norm_num) (by norm_num)
    _ = Real.exp 7 := he.symm
    _ < _ := Real.exp_lt_exp.2 (h7.trans hb)

end

end TunnelIonizationError
```

The inequality `hs` is the estimate $1.067<\sqrt{1.14}$, and `h7` deduces that the lower bound on the exponent difference exceeds 7. To compare $e^7$ with 1000, the proof writes it as the seventh power of $e$ and uses the decimal lower bound `2.7182818283`. The `calc` chain joins these inequalities.

The bound is not sharp. Evaluating the closed form numerically gives an exponent difference of about 7.99, hence a ratio of roughly 2900. An energy error of 0.33 has changed the rate by more than three orders of magnitude.

```lean
#print axioms TunnelIonizationError.rate_overestimate
#print axioms TunnelIonizationError.rate_eq_iff
#print axioms TunnelIonizationError.helium_rate_ratio
```

```
'TunnelIonizationError.rate_overestimate' depends on axioms: [propext, Classical.choice, Quot.sound]
'TunnelIonizationError.rate_eq_iff' depends on axioms: [propext, Classical.choice, Quot.sound]
'TunnelIonizationError.helium_rate_ratio' depends on axioms: [propext, Classical.choice, Quot.sound]
```
